# A level of a finite spectrum maximizes \(s(x)-bx\) for some real \(b\) exactly when no entropy chord passes above it

A stability test that looks only at neighbouring levels can approve an energy that no temperature ever selects. Take the energies 0, 1, 2, 3 with entropies 0, 1, 1, 5. The level at energy 1 lies above the straight line between its two neighbours, so its second difference has the stable sign. Yet when I scan the inverse temperature \(b\), positive and negative, this level never maximizes \(s(x)-bx\). From the scan alone I can't tell whether my grid in \(b\) is too coarse or whether the right \(b\) doesn't exist.

I believe that the correct test uses all pairs of levels: \(E\) is a maximizer for some real \(b\) if and only if no two levels on opposite sides of \(E\) have a linearly interpolated entropy at \(E\) above \(s(E)\). Can this be made rigorous for a finite set of energies, including the lowest and highest levels, and checked by machine?

## Every other level sets a bound on the inverse temperature

Yes. The idea is to turn the maximum condition into bounds on \(b\), and then to ask when those bounds are compatible.

Let \(S\) be a finite set of real energies, \(s(x)\) the entropy of level \(x\) in units of Boltzmann's constant, and \(b\) the inverse temperature. If level \(x\) contains \(e^{s(x)}\) states, its canonical weight is proportional to \(e^{s(x)-bx}\). A maximizer of \(s(x)-bx\) is therefore a most probable energy. For two different energies \(x\) and \(y\), write the entropy slope as

\[
m(x,y)=\frac{s(y)-s(x)}{y-x}.
\]

Fix \(E\in S\). It is a maximizer at \(b\) when \(s(x)-bx\le s(E)-bE\) for every \(x\in S\). For a lower level \(x<E\), this rearranges to

\[
b(E-x)\le s(E)-s(x)\quad\Longleftrightarrow\quad b\le m(x,E).
\]

For a higher level \(y>E\), it rearranges to

\[
s(y)-s(E)\le b(y-E)\quad\Longleftrightarrow\quad m(E,y)\le b.
\]

For \(x=E\) there is nothing to satisfy. Lower levels thus give upper bounds on \(b\), and higher levels give lower bounds.

## A chord compares two of these bounds

For \(x<E<y\), the interpolated entropy at \(E\) is

\[
L=\frac{(y-E)\,s(x)+(E-x)\,s(y)}{y-x}.
\]

Multiply \(L\le s(E)\) by \(y-x>0\), and write \(y-x=(y-E)+(E-x)\) on the right:

\[
(y-E)s(x)+(E-x)s(y)\le (y-E)s(E)+(E-x)s(E).
\]

Collecting terms gives

\[
(E-x)\bigl(s(y)-s(E)\bigr)\le (y-E)\bigl(s(E)-s(x)\bigr).
\]

Division by the positive number \((E-x)(y-E)\) yields

\[
L\le s(E)\quad\Longleftrightarrow\quad m(E,y)\le m(x,E).
\]

If \(E\) is a maximizer at some \(b\), then \(m(E,y)\le b\le m(x,E)\) for every such pair, so no chord passes above \(s(E)\).

Conversely, suppose that no chord does. Let \(A\) be the finite set of slopes \(m(E,y)\) to higher levels, and \(B\) the finite set of slopes \(m(x,E)\) from lower levels. Every element of \(A\) is at most every element of \(B\). If \(A\) is nonempty, \(b=\max A\) satisfies all the bounds. If \(A\) is empty and \(B\) is not, \(b=\min B\) does. If both are empty, \(E\) is the only level and \(b=0\) works. The lowest and highest levels are therefore always accessible, because no chord spans them.

In your example, the neighbours of level 1 give a chord of height \(1/2\), which is harmless. The chord from energy 0 to energy 3 has height \(5/3>1\). In terms of bounds, level 0 demands \(b\le1\) while level 3 demands \(b\ge2\), so no finer grid will help. These round entropies don't give whole numbers of states \(e^{s(x)}\). Multiplying all of them by \(\ln 2\) gives 1, 2, 2 and 32 states and multiplies every bound by the same factor, so the conclusion is unchanged.

## Ties, mixtures and two three-level cases

For \(E\) to be the only maximizer, the inequalities must be strict. Given \(x<E<y\), multiply the strict inequality for \(x\) by \(y-E\), the one for \(y\) by \(E-x\), and add them. Since \((y-E)x+(E-x)y=(y-x)E\), the terms in \(b\) cancel and leave \(L<s(E)\). Conversely, if all chords lie strictly below \(s(E)\), every element of \(A\) is strictly less than every element of \(B\). Finiteness then leaves room for a \(b\) strictly between the two sets: the midpoint of \(\max A\) and \(\min B\) if both are nonempty, a number beyond the single extremum if one is empty, and any number if both are.

An accessible level also has at least the mean entropy of any mixture with the same mean energy. Let \(p(x)\ge0\), \(\sum_x p(x)=1\) and \(\sum_x p(x)x=E\). Averaging the maximum condition gives

\[
\sum_x p(x)s(x)-bE=\sum_x p(x)\bigl(s(x)-bx\bigr)\le s(E)-bE,
\]

and \(bE\) cancels. The mean entropy here is the average of the level entropies, without the entropy of mixing \(-\sum_x p(x)\ln p(x)\).

Two cases on the levels 0, 1, 2 show the possible failures at the middle level. For \(s(x)=x^2\), the bounds are \(b\le1\) and \(b\ge3\), so the level is hidden at every \(b\). For \(s(x)=x\), both slopes equal 1. Only \(b=1\) is allowed, and there all three levels tie. Here too, a factor \(\ln 2\) in the entropies gives whole numbers of states, 1, 2, 16 and 1, 2, 4, and only rescales the bounds.

## What the Lean statements say

The spectrum is `S : Finset ℝ`, so it is finite and its energies are distinct. The entropy is a function `s : ℝ → ℝ`, of which only the values on `S` matter in these theorems. `entropySlope s x y` is \(m(x,y)\), and `interpolatedEntropy s x y E` is \(L\), with the evaluation energy as its last argument.

`IsCanonicalMax S s b E` says that `E` belongs to `S` and that no level has a larger value of \(s(x)-bx\); ties are allowed. `IsUniqueCanonicalMax` demands a strictly smaller value at every other level.

The main theorem, `accessible_iff_no_chord_above`, assumes `hE : E ∈ S` and states your equivalence. Its strict version is `uniquely_accessible_iff_chords_below`. In `mixture_entropy_le`, the hypotheses `hp`, `hnorm` and `hmean` say that the weights are nonnegative, sum to one and have mean energy `E`.

The parameter `b` ranges over all reals, so the theorem doesn't promise a positive temperature. The entropy is given, not derived from a Hamiltonian, and neither a partition function nor a thermodynamic limit appears. "Accessible" refers to being a maximizer: in a finite system, a hidden level still has nonzero canonical weight.

For canonical simulation of a model with a finite table of energies and known entropies, the criterion decides from the table alone whether some real inverse temperature makes a chosen energy a most probable one.

```lean
import Mathlib

open Finset

namespace CanonicalAccessibility

noncomputable section

/-- The entropy slope between the energies `x` and `y`: the entropy difference divided by the
energy difference. -/
def entropySlope (s : ℝ → ℝ) (x y : ℝ) : ℝ := (s y - s x) / (y - x)

/-- The entropy at energy `E` obtained by linear interpolation between the levels `x` and `y`. -/
def interpolatedEntropy (s : ℝ → ℝ) (x y E : ℝ) : ℝ :=
  ((y - E) * s x + (E - x) * s y) / (y - x)

/-- The level `E` of the spectrum `S` maximizes `s x - b * x` at inverse temperature `b`. -/
def IsCanonicalMax (S : Finset ℝ) (s : ℝ → ℝ) (b E : ℝ) : Prop :=
  E ∈ S ∧ ∀ x ∈ S, s x - b * x ≤ s E - b * E

/-- The level `E` of the spectrum `S` is the only maximizer of `s x - b * x` at inverse
temperature `b`. -/
def IsUniqueCanonicalMax (S : Finset ℝ) (s : ℝ → ℝ) (b E : ℝ) : Prop :=
  E ∈ S ∧ ∀ x ∈ S, x ≠ E → s x - b * x < s E - b * E

/-- A level is a canonical maximizer at `b` exactly when `b` is at most every entropy slope from
a lower level and at least every entropy slope to a higher level. -/
theorem isCanonicalMax_iff_slopes {S : Finset ℝ} {s : ℝ → ℝ} {b E : ℝ} (hE : E ∈ S) :
    IsCanonicalMax S s b E ↔
      (∀ x ∈ S, x < E → b ≤ entropySlope s x E) ∧
        (∀ y ∈ S, E < y → entropySlope s E y ≤ b) := by
  constructor
  · rintro ⟨-, h⟩
    refine ⟨fun x hx hxE => ?_, fun y hy hEy => ?_⟩
    · rw [entropySlope, le_div_iff₀ (sub_pos.2 hxE)]
      nlinarith [h x hx]
    · rw [entropySlope, div_le_iff₀ (sub_pos.2 hEy)]
      nlinarith [h y hy]
  · rintro ⟨hl, hr⟩
    refine ⟨hE, fun x hx => ?_⟩
    rcases lt_trichotomy x E with hxE | rfl | hEx
    · have h := hl x hx hxE
      rw [entropySlope, le_div_iff₀ (sub_pos.2 hxE)] at h
      nlinarith [h]
    · exact le_rfl
    · have h := hr x hx hEx
      rw [entropySlope, div_le_iff₀ (sub_pos.2 hEx)] at h
      nlinarith [h]

/-- For `x < E < y`, the interpolated entropy does not exceed `s E` exactly when the entropy
slope does not increase in passing through `E`. -/
theorem interpolatedEntropy_le_iff {s : ℝ → ℝ} {x E y : ℝ} (hx : x < E) (hy : E < y) :
    interpolatedEntropy s x y E ≤ s E ↔ entropySlope s E y ≤ entropySlope s x E := by
  rw [interpolatedEntropy, entropySlope, entropySlope,
    div_le_iff₀ (sub_pos.2 (hx.trans hy)), div_le_div_iff₀ (sub_pos.2 hy) (sub_pos.2 hx)]
  constructor <;> intro h <;> nlinarith [h]

/-- Two finite sets of slopes, the first nowhere above the second, admit a common
inverse temperature between them. -/
theorem exists_between_slopes (A B : Finset ℝ) (h : ∀ a ∈ A, ∀ c ∈ B, a ≤ c) :
    ∃ b, (∀ a ∈ A, a ≤ b) ∧ ∀ c ∈ B, b ≤ c := by
  rcases A.eq_empty_or_nonempty with rfl | hA
  · rcases B.eq_empty_or_nonempty with rfl | hB
    · exact ⟨0, by simp, by simp⟩
    · exact ⟨B.min' hB, by simp, fun c hc => B.min'_le c hc⟩
  · exact ⟨A.max' hA, fun a ha => A.le_max' a ha, fun c hc => h _ (A.max'_mem hA) c hc⟩

/-- A microcanonical level `E` maximizes `s x - b * x` for some real `b` if and only if no two
levels on opposite sides of `E` have an interpolated entropy at `E` exceeding `s E`. -/
theorem accessible_iff_no_chord_above {S : Finset ℝ} {s : ℝ → ℝ} {E : ℝ} (hE : E ∈ S) :
    (∃ b, IsCanonicalMax S s b E) ↔
      ∀ x ∈ S, ∀ y ∈ S, x < E → E < y → interpolatedEntropy s x y E ≤ s E := by
  constructor
  · rintro ⟨b, hb⟩ x hx y hy hxE hEy
    obtain ⟨hl, hr⟩ := (isCanonicalMax_iff_slopes hE).1 hb
    exact (interpolatedEntropy_le_iff hxE hEy).2 ((hr y hy hEy).trans (hl x hx hxE))
  · intro h
    -- choose b between the slopes to higher levels and the slopes from lower levels
    obtain ⟨b, h1, h2⟩ := exists_between_slopes
      ((S.filter (fun y => E < y)).image (fun y => entropySlope s E y))
      ((S.filter (fun x => x < E)).image (fun x => entropySlope s x E)) (by
        intro a ha c hc
        obtain ⟨y, hy, rfl⟩ := Finset.mem_image.1 ha
        obtain ⟨x, hx, rfl⟩ := Finset.mem_image.1 hc
        obtain ⟨hyS, hEy⟩ := Finset.mem_filter.1 hy
        obtain ⟨hxS, hxE⟩ := Finset.mem_filter.1 hx
        exact (interpolatedEntropy_le_iff hxE hEy).1 (h x hxS y hyS hxE hEy))
    refine ⟨b, (isCanonicalMax_iff_slopes hE).2 ⟨fun x hx hxE => ?_, fun y hy hEy => ?_⟩⟩
    · exact h2 _ (Finset.mem_image.2 ⟨x, Finset.mem_filter.2 ⟨hx, hxE⟩, rfl⟩)
    · exact h1 _ (Finset.mem_image.2 ⟨y, Finset.mem_filter.2 ⟨hy, hEy⟩, rfl⟩)

/-- A level `E` is the only maximizer of `s x - b * x` for some real `b` if and only if every
interpolated entropy at `E` from levels on opposite sides lies strictly below `s E`. -/
theorem uniquely_accessible_iff_chords_below {S : Finset ℝ} {s : ℝ → ℝ} {E : ℝ} (hE : E ∈ S) :
    (∃ b, IsUniqueCanonicalMax S s b E) ↔
      ∀ x ∈ S, ∀ y ∈ S, x < E → E < y → interpolatedEntropy s x y E < s E := by
  constructor
  · rintro ⟨b, -, hb⟩ x hx y hy hxE hEy
    rw [interpolatedEntropy, div_lt_iff₀ (sub_pos.2 (hxE.trans hEy))]
    -- weight the two strict inequalities by the distances to E
    have h1 := mul_lt_mul_of_pos_left (hb x hx hxE.ne) (sub_pos.2 hEy)
    have h2 := mul_lt_mul_of_pos_left (hb y hy hEy.ne') (sub_pos.2 hxE)
    nlinarith [h1, h2]
  · intro h
    obtain ⟨b, h1, h2⟩ := Order.exists_between_finsets
      ((S.filter (fun y => E < y)).image (fun y => entropySlope s E y))
      ((S.filter (fun x => x < E)).image (fun x => entropySlope s x E)) (by
        intro a ha c hc
        obtain ⟨y, hy, rfl⟩ := Finset.mem_image.1 ha
        obtain ⟨x, hx, rfl⟩ := Finset.mem_image.1 hc
        obtain ⟨hyS, hEy⟩ := Finset.mem_filter.1 hy
        obtain ⟨hxS, hxE⟩ := Finset.mem_filter.1 hx
        have hc := h x hxS y hyS hxE hEy
        rw [interpolatedEntropy, div_lt_iff₀ (sub_pos.2 (hxE.trans hEy))] at hc
        simp only [entropySlope]
        rw [div_lt_div_iff₀ (sub_pos.2 hEy) (sub_pos.2 hxE)]
        nlinarith [hc])
    refine ⟨b, hE, fun x hx hne => ?_⟩
    rcases lt_or_gt_of_ne hne with hxE | hEx
    · have hb : b < entropySlope s x E :=
        h2 _ (Finset.mem_image.2 ⟨x, Finset.mem_filter.2 ⟨hx, hxE⟩, rfl⟩)
      rw [entropySlope, lt_div_iff₀ (sub_pos.2 hxE)] at hb
      nlinarith [hb]
    · have hb : entropySlope s E x < b :=
        h1 _ (Finset.mem_image.2 ⟨x, Finset.mem_filter.2 ⟨hx, hEx⟩, rfl⟩)
      rw [entropySlope, div_lt_iff₀ (sub_pos.2 hEx)] at hb
      nlinarith [hb]

/-- If `E` is a canonical maximizer, every statistical mixture of levels with mean energy `E`
has mean entropy at most `s E`. -/
theorem mixture_entropy_le {S : Finset ℝ} {s p : ℝ → ℝ} {b E : ℝ}
    (hb : IsCanonicalMax S s b E) (hp : ∀ x ∈ S, 0 ≤ p x)
    (hnorm : ∑ x ∈ S, p x = 1) (hmean : ∑ x ∈ S, p x * x = E) :
    ∑ x ∈ S, p x * s x ≤ s E := by
  -- average the maximum property over the mixture
  have h : ∑ x ∈ S, p x * (s x - b * x) ≤ ∑ x ∈ S, p x * (s E - b * E) :=
    Finset.sum_le_sum fun x hx => mul_le_mul_of_nonneg_left (hb.2 x hx) (hp x hx)
  have hsplit : ∑ x ∈ S, p x * (s x - b * x)
      = ∑ x ∈ S, p x * s x - b * ∑ x ∈ S, p x * x := by
    rw [Finset.mul_sum, ← Finset.sum_sub_distrib]
    exact Finset.sum_congr rfl fun x _ => by ring
  rw [hsplit, hmean, ← Finset.sum_mul, hnorm] at h
  linarith

/-- For the levels 0, 1, 2 with the convex entropy `x ^ 2`, the middle level is not a canonical
maximizer at any real `b`. -/
theorem convex_middle_level_inaccessible :
    ¬ ∃ b, IsCanonicalMax {0, 1, 2} (fun x => x ^ 2) b 1 := by
  rintro ⟨b, -, h⟩
  have h0 : (0 : ℝ) ^ 2 - b * 0 ≤ 1 ^ 2 - b * 1 := h 0 (by simp)
  have h2 : (2 : ℝ) ^ 2 - b * 2 ≤ 1 ^ 2 - b * 1 := h 2 (by simp)
  linarith

/-- For the levels 0, 1, 2 with the linear entropy `x`, the middle level is a canonical maximizer
at `b = 1`, but it is not the only maximizer at any real `b`. -/
theorem linear_middle_level_never_unique :
    IsCanonicalMax {0, 1, 2} (fun x => x) 1 1 ∧
      ¬ ∃ b, IsUniqueCanonicalMax {0, 1, 2} (fun x => x) b 1 := by
  refine ⟨⟨by simp, fun x _ => by simp⟩, ?_⟩
  rintro ⟨b, -, h⟩
  have h0 : (0 : ℝ) - b * 0 < 1 - b * 1 := h 0 (by simp) (by norm_num)
  have h2 : (2 : ℝ) - b * 2 < 1 - b * 1 := h 2 (by simp) (by norm_num)
  linarith

end

end CanonicalAccessibility
```

```lean
#print axioms CanonicalAccessibility.accessible_iff_no_chord_above
#print axioms CanonicalAccessibility.mixture_entropy_le
#print axioms CanonicalAccessibility.convex_middle_level_inaccessible
#print axioms CanonicalAccessibility.linear_middle_level_never_unique
```

```
'CanonicalAccessibility.accessible_iff_no_chord_above' depends on axioms: [propext, Classical.choice, Quot.sound]
'CanonicalAccessibility.mixture_entropy_le' depends on axioms: [propext, Classical.choice, Quot.sound]
'CanonicalAccessibility.convex_middle_level_inaccessible' depends on axioms: [propext, Classical.choice, Quot.sound]
'CanonicalAccessibility.linear_middle_level_never_unique' depends on axioms: [propext, Classical.choice, Quot.sound]
```

## How the proof follows the slopes

`isCanonicalMax_iff_slopes` is the translation into bounds on \(b\). The lemmas `le_div_iff₀` and `div_le_iff₀` clear the positive denominators, and `nlinarith` does the rearrangement. In the reverse direction, `lt_trichotomy` separates the levels below, at and above `E`.

`interpolatedEntropy_le_iff` is the chord calculation. It clears the denominators on both sides of the equivalence, after which the two inequalities are rearrangements of each other.

`exists_between_slopes` supplies the inverse temperature. Its case split is the one made above: `A.max' hA` if the first set is nonempty, `B.min' hB` if only the second is, and 0 if both are empty.

In the main theorem, the forward direction chains the two bounds through `b` and converts the result into a statement about the chord. For the reverse direction, `filter` selects the levels on one side of `E` and `image` replaces them by their slopes. The chord hypothesis orders the two sets, `exists_between_slopes` returns `b`, and the first lemma turns its bounds back into the maximum property.

For the forward direction of the strict theorem, `h1` and `h2` are the two strict inequalities multiplied by their weights, and `nlinarith` adds them. For its converse, Mathlib's `Order.exists_between_finsets` provides a number strictly between the two finite sets, and the final case split recovers the strict inequality for each other level.

`mixture_entropy_le` averages the maximum property with `Finset.sum_le_sum`. The equation `hsplit` then separates the entropy from the energy term, so that the mean-energy and normalization conditions can be inserted. In the two three-level theorems, the inequalities for levels 0 and 2 contradict each other, and `linarith` finds the contradiction; the tie at \(b=1\) follows by simplification.

## Infinitely many levels can defeat the criterion

Finiteness matters even for a lowest level, which has no chords across it. Take the energies \(0\) and \(1/n^2\) for \(n=1,2,3,\dots\), with \(s(x)=\sqrt{x}\). The chord condition at \(E=0\) holds trivially. The slope from 0 to \(1/n^2\) is

\[
m(0,1/n^2)=\frac{1/n}{1/n^2}=n,
\]

so a suitable \(b\) would have to satisfy \(b\ge n\) for every \(n\). No real number does. The step that breaks is the choice \(b=\max A\): this infinite set of slopes has no maximum and no upper bound. This is a mathematical counterexample, not a physical canonical ensemble: for every real \(b\) the weights \(e^{s(x)-bx}\) tend to 1 as \(n\) grows, so their sum diverges and they can't be normalized. I worked this example by hand; the Lean file treats finite spectra only.
